# Linear flows are symplectic at all times exactly when they come from a quadratic Hamiltonian

A damped oscillator with position $q$, momentum $p$, mass $m$, force constant $k$ and friction rate $\gamma$ obeys $\dot q=p/m$, $\dot p=-kq-\gamma p$. With $z=(q,p)$ this is $\dot z=Az$, where

$$A=\begin{pmatrix}0&1/m\\-k&-\gamma\end{pmatrix},\qquad J=\begin{pmatrix}0&1\\-1&0\end{pmatrix},\qquad JA=\begin{pmatrix}-k&-\gamma\\0&-1/m\end{pmatrix}.$$

Every real $2\times2$ matrix $M$ satisfies $M^TJM=(\det M)J$, and $\det e^{tA}=e^{t\,\mathrm{tr}A}=e^{-\gamma t}$. The flow therefore preserves $J$ at all times exactly when $\gamma=0$, which is also when $JA$ is symmetric. With more degrees of freedom the determinant no longer decides the matter, but the symmetry of $JA$ still does.

## From the flow to the Hamiltonian and back

Let $A$ be a real matrix on a phase space with finitely many positions and momenta, and let $J$ have the same form in blocks, so that $J^T=-J$ and $J^2=-1$. The claim is that three conditions are equivalent: $e^{tA}$ preserves $J$ for every real $t$; $JA$ is symmetric; $\dot z=Az$ is Hamilton's equation $\dot z=J\nabla H$ for a quadratic energy $H$.

**Symplectic flow gives symmetry.** Differentiate $(e^{tA})^TJe^{tA}=J$ at $t=0$:

$$A^TJ+JA=0.$$

Since $(JA)^T=A^TJ^T=-A^TJ$, this says that $(JA)^T=JA$. Only times near zero were used.

**Symmetry gives symplectic flow.** Multiply $A^TJ=-JA$ on the right by $J^{-1}=-J$ to get $A^T=J(-A)J^{-1}$. Exponentiation respects conjugation, so

$$(e^{tA})^TJe^{tA}=Je^{-tA}J^{-1}Je^{tA}=J.$$

**Hamilton's equation.** Let $H(z)=\tfrac12 z\cdot Sz$ with any real matrix $S$. Along a line in direction $v$,

$$H(z+sv)=H(z)+s\,\tfrac12\big((S+S^T)z\big)\cdot v+s^2H(v),$$

so $\nabla H(z)=\tfrac12(S+S^T)z$. If $Az=J\nabla H(z)$ for all $z$, then $A=\tfrac12J(S+S^T)$ and $JA=-\tfrac12(S+S^T)$, which is symmetric. Conversely, if $JA$ is symmetric, take $S=-JA$. Then $\nabla H(z)=-JAz$ and $J\nabla H(z)=-J^2Az=Az$.

**Conservation of energy.** Write $M=e^{tA}$, which commutes with $A$. For $S=-JA$ with $JA$ symmetric, $M^TSM=-M^TJMA=-JA=S$, so $H(Mz)=H(z)$.

## Phase space, flow and energy in Lean

The letter `n` is here a finite set that labels the degrees of freedom, not their number. Phase space is indexed by `n ⊕ n`, positions first.

```lean
import Mathlib

open Matrix Topology

namespace LinearHamiltonianFlow

noncomputable section

variable {n : Type*} [Fintype n] [DecidableEq n]
```

The sign of `J` is fixed so that $\dot z=J\nabla H$ reads $\dot q=\partial H/\partial p$, $\dot p=-\partial H/\partial q$.

```lean
/-- The symplectic matrix `J` on phase space, with positions first and momenta second. -/
def J (n : Type*) [DecidableEq n] : Matrix (n ⊕ n) (n ⊕ n) ℝ :=
  fromBlocks 0 1 (-1) 0
```

The flow is defined directly as the matrix exponential, the standard solution operator of $\dot z=Az$.

```lean
/-- The flow `exp(tA)` of the linear equation of motion `z' = A z`. -/
def linearFlow (A : Matrix (n ⊕ n) (n ⊕ n) ℝ) (t : ℝ) : Matrix (n ⊕ n) (n ⊕ n) ℝ :=
  NormedSpace.exp (t • A)

/-- A linear map of phase space is symplectic if it preserves `J`. -/
def IsSymplectic (M : Matrix (n ⊕ n) (n ⊕ n) ℝ) : Prop :=
  Mᵀ * J n * M = J n
```

The matrix `S` in the energy need not be symmetric.

```lean
/-- The quadratic energy `H(z) = z · S z / 2`. -/
def energy (S : Matrix (n ⊕ n) (n ⊕ n) ℝ) (z : n ⊕ n → ℝ) : ℝ :=
  1 / 2 * (z ⬝ᵥ S *ᵥ z)
```

The next definition asks for one `S` that serves all `z`. The vector `g` is tied to the energy by its derivatives in every direction `v`, so the symmetry of $JA$ has to be proved and is not built in.

```lean
/-- The equation `z' = A z` is Hamilton's equation `z' = J ∇H(z)` of some quadratic energy `H`;
the vector `g` is the gradient of `H` at `z`. -/
def IsHamiltonian (A : Matrix (n ⊕ n) (n ⊕ n) ℝ) : Prop :=
  ∃ S : Matrix (n ⊕ n) (n ⊕ n) ℝ, ∀ z : n ⊕ n → ℝ, ∃ g : n ⊕ n → ℝ,
    (∀ v : n ⊕ n → ℝ, HasDerivAt (fun s : ℝ => energy S (z + s • v)) (g ⬝ᵥ v) 0) ∧
      A *ᵥ z = J n *ᵥ g
```

## Symmetry as a condition on the generator

Two algebraic facts come first: $J^2=-1$ by block multiplication, and the rewriting of symmetry as $A^TJ+JA=0$.

```lean
/-- The symplectic matrix squares to minus the identity. -/
theorem J_mul_J : J n * J n = -1 := by
  rw [J, fromBlocks_multiply, ← fromBlocks_one, fromBlocks_neg]
  simp

/-- `J A` is symmetric exactly when `Aᵀ J + J A = 0`. -/
theorem isSymm_iff (A : Matrix (n ⊕ n) (n ⊕ n) ℝ) :
    (J n * A).IsSymm ↔ Aᵀ * J n + J n * A = 0 := by
  have hJ : (J n)ᵀ = -J n := by simp [J, fromBlocks_transpose, fromBlocks_neg]
  rw [Matrix.IsSymm, transpose_mul, hJ, mul_neg, neg_eq_iff_add_eq_zero]
```

The differentiation step is stated for general matrices. `h1` is the product rule applied to $e^{tB}Ce^{tA}$, and `h2` says that a function equal to the constant $C$ near zero has derivative zero. Uniqueness of the derivative gives $BC+CA=0$.

```lean
open scoped Matrix.Norms.Operator in
/-- If `exp(tB) C exp(tA) = C` for all times `t` close to zero, then `B C + C A = 0`. -/
theorem generator_relation {m : Type*} [Fintype m] [DecidableEq m] (A B C : Matrix m m ℝ)
    (h : ∀ᶠ t in 𝓝 (0 : ℝ), NormedSpace.exp (t • B) * C * NormedSpace.exp (t • A) = C) :
    B * C + C * A = 0 := by
  have : CompleteSpace (Matrix m m ℝ) := FiniteDimensional.complete ℝ _
  have hA := hasDerivAt_exp_smul_const A (0 : ℝ)
  have hB := hasDerivAt_exp_smul_const B (0 : ℝ)
  -- the product rule on one side, a constant function on the other
  have h1 := (hB.mul_const C).fun_mul hA
  have h2 := (hasDerivAt_const (0 : ℝ) C).congr_of_eventuallyEq h
  simpa [zero_smul, NormedSpace.exp_zero] using h1.unique h2
```

Setting $B=A^T$ and $C=J$, and moving the transpose inside the exponential, gives the first implication from short times alone.

```lean
/-- If the flow is symplectic for all times close to zero, then `J A` is symmetric. -/
theorem isSymm_of_short_time (A : Matrix (n ⊕ n) (n ⊕ n) ℝ)
    (h : ∀ᶠ t in 𝓝 (0 : ℝ), IsSymplectic (linearFlow A t)) : (J n * A).IsSymm := by
  rw [isSymm_iff]
  apply generator_relation A Aᵀ (J n)
  filter_upwards [h] with t ht
  have key : NormedSpace.exp (t • Aᵀ) * J n * NormedSpace.exp (t • A) = J n := by
    rw [← transpose_smul, Matrix.exp_transpose]
    exact ht
  exact key
```

In the equivalence, the forward direction is the previous result. For the converse, `hT` and `hconj` express the conjugation of $A^T$ to $-A$, `hE` is $e^{-tA}e^{tA}=1$, and the last rewrite cancels the factors as in the derivation above.

```lean
/-- The flow `exp(tA)` is symplectic for every real time exactly when `J A` is symmetric. -/
theorem isSymplectic_iff_isSymm (A : Matrix (n ⊕ n) (n ⊕ n) ℝ) :
    (∀ t : ℝ, IsSymplectic (linearFlow A t)) ↔ (J n * A).IsSymm := by
  refine ⟨fun h => isSymm_of_short_time A (Filter.Eventually.of_forall h), fun h t => ?_⟩
  have hA := (isSymm_iff A).1 h
  have h1 : J n * -J n = 1 := by rw [mul_neg, J_mul_J, neg_neg]
  have h2 : -J n * J n = 1 := by rw [neg_mul, J_mul_J, neg_neg]
  have hU : IsUnit (J n) := ⟨⟨J n, -J n, h1, h2⟩, rfl⟩
  have hinv : (J n)⁻¹ = -J n := Matrix.inv_eq_right_inv h1
  -- the transposed generator is conjugate to the time-reversed one
  have hT : Aᵀ = J n * -A * -J n := by
    calc Aᵀ = Aᵀ * (J n * -J n) := by rw [h1, mul_one]
      _ = (Aᵀ * J n) * -J n := by rw [mul_assoc]
      _ = J n * -A * -J n := by rw [eq_neg_of_add_eq_zero_left hA, mul_neg (J n) A]
  have hconj : (t • A)ᵀ = J n * -(t • A) * (J n)⁻¹ := by
    rw [hinv, transpose_smul, hT, ← smul_neg, Matrix.mul_smul, Matrix.smul_mul]
  have hE : NormedSpace.exp (-(t • A)) * NormedSpace.exp (t • A) = 1 := by
    rw [← Matrix.exp_add_of_commute _ _ (Commute.refl (t • A)).neg_left, neg_add_cancel,
      NormedSpace.exp_zero]
  unfold IsSymplectic linearFlow
  rw [← Matrix.exp_transpose, hconj, Matrix.exp_conj _ _ hU, hinv,
    mul_assoc (J n * _) (-J n) (J n), h2, mul_one, mul_assoc, hE, mul_one]
```

## The quadratic energy behind a symplectic flow

The gradient formula follows from the expansion along a line: `hf` is that expansion, and `poly` differentiates the resulting polynomial in $s$ at zero.

```lean
omit [DecidableEq n] in
/-- The gradient of the quadratic energy `z · S z / 2` is `(S + Sᵀ) z / 2`. -/
theorem hasDerivAt_energy (S : Matrix (n ⊕ n) (n ⊕ n) ℝ) (z v : n ⊕ n → ℝ) :
    HasDerivAt (fun s : ℝ => energy S (z + s • v))
      (((1 / 2 : ℝ) • ((S + Sᵀ) *ᵥ z)) ⬝ᵥ v) 0 := by
  have poly : ∀ a b c : ℝ, HasDerivAt (fun s : ℝ => a + s * c + s ^ 2 * b) c 0 := by
    intro a b c
    have h := (((hasDerivAt_id' (0 : ℝ)).mul_const c).const_add a).fun_add
      (((hasDerivAt_id' (0 : ℝ)).fun_pow 2).mul_const b)
    exact h.congr_deriv (by simp)
  have h1 : z ⬝ᵥ S *ᵥ v = (Sᵀ *ᵥ z) ⬝ᵥ v := by
    rw [Matrix.dotProduct_mulVec, mulVec_transpose]
  have h2 : v ⬝ᵥ S *ᵥ z = (S *ᵥ z) ⬝ᵥ v := dotProduct_comm _ _
  -- along a line the energy is a quadratic polynomial
  have hf : (fun s : ℝ => energy S (z + s • v)) = fun s : ℝ =>
      energy S z + s * (((1 / 2 : ℝ) • ((S + Sᵀ) *ᵥ z)) ⬝ᵥ v) + s ^ 2 * energy S v := by
    funext s
    simp only [energy, mulVec_add, mulVec_smul, add_mulVec, add_dotProduct, dotProduct_add,
      smul_dotProduct, dotProduct_smul, smul_eq_mul]
    rw [h1, h2]
    ring
  rw [hf]
  exact poly _ _ _
```

In the forward direction below, `hgrad` identifies `g` with the computed gradient, because two vectors with equal dot products against every `v` are equal. The converse supplies $S=-JA$.

```lean
/-- A linear equation of motion comes from a quadratic Hamiltonian exactly when `J A` is
symmetric. -/
theorem isHamiltonian_iff_isSymm (A : Matrix (n ⊕ n) (n ⊕ n) ℝ) :
    IsHamiltonian A ↔ (J n * A).IsSymm := by
  constructor
  · rintro ⟨S, h⟩
    have hA : A = J n * ((1 / 2 : ℝ) • (S + Sᵀ)) := by
      apply Matrix.toLin'.injective
      refine LinearMap.ext fun z => ?_
      obtain ⟨g, hg, hz⟩ := h z
      have hgrad : g = (1 / 2 : ℝ) • ((S + Sᵀ) *ᵥ z) :=
        dotProduct_eq _ _ fun v => (hg v).unique (hasDerivAt_energy S z v)
      rw [toLin'_apply, toLin'_apply, hz, hgrad, ← mulVec_mulVec, smul_mulVec]
    have hJA : J n * A = -((1 / 2 : ℝ) • (S + Sᵀ)) := by
      rw [hA, ← mul_assoc, J_mul_J, neg_mul, one_mul]
    rw [hJA, Matrix.IsSymm, transpose_neg, transpose_smul, transpose_add, transpose_transpose,
      add_comm]
  · intro h
    -- the Hamiltonian is read off from the generator
    refine ⟨-(J n * A), fun z => ⟨-(J n * A) *ᵥ z, fun v => ?_, ?_⟩⟩
    · have hS : (-(J n * A))ᵀ = -(J n * A) := by rw [transpose_neg, h.eq]
      have hg : (1 / 2 : ℝ) • ((-(J n * A) + (-(J n * A))ᵀ) *ᵥ z) = -(J n * A) *ᵥ z := by
        rw [hS, add_mulVec]
        module
      rw [← hg]
      exact hasDerivAt_energy _ z v
    · rw [mulVec_mulVec, mul_neg, ← mul_assoc, J_mul_J, neg_mul, one_mul, neg_neg]
```

Combining the two equivalences removes the intermediate condition on $JA$.

```lean
/-- A linear flow is symplectic at all times exactly when its equation of motion is Hamilton's
equation of a quadratic energy. -/
theorem isSymplectic_iff_isHamiltonian (A : Matrix (n ⊕ n) (n ⊕ n) ℝ) :
    (∀ t : ℝ, IsSymplectic (linearFlow A t)) ↔ IsHamiltonian A := by
  rw [isSymplectic_iff_isSymm, isHamiltonian_iff_isSymm]
```

The conservation law uses `hc`, the commutation of $A$ with its flow, and `hs`, the preservation of $J$. The energy need not be positive, so an inverted oscillator qualifies too.

```lean
/-- If `J A` is symmetric, the quadratic energy with matrix `-J A` is constant along the flow. -/
theorem energy_conserved (A : Matrix (n ⊕ n) (n ⊕ n) ℝ) (h : (J n * A).IsSymm) (t : ℝ)
    (z : n ⊕ n → ℝ) :
    energy (-(J n * A)) (linearFlow A t *ᵥ z) = energy (-(J n * A)) z := by
  have hs : (linearFlow A t)ᵀ * J n * linearFlow A t = J n :=
    (isSymplectic_iff_isSymm A).2 h t
  have hc : A * linearFlow A t = linearFlow A t * A :=
    ((Commute.refl A).smul_right t).exp_right
  have hE : (linearFlow A t)ᵀ * (-(J n * A) * linearFlow A t) = -(J n * A) := by
    calc (linearFlow A t)ᵀ * (-(J n * A) * linearFlow A t)
        = -((linearFlow A t)ᵀ * J n * (A * linearFlow A t)) := by noncomm_ring
      _ = -((linearFlow A t)ᵀ * J n * linearFlow A t * A) := by rw [hc, ← mul_assoc]
      _ = -(J n * A) := by rw [hs]
  unfold energy
  rw [← vecMul_transpose, ← Matrix.dotProduct_mulVec, vecMul_transpose, mulVec_mulVec,
    mulVec_mulVec, mul_assoc (linearFlow A t)ᵀ, hE]
```

## Coupled oscillators and friction

In the last theorem `W` is the inverse mass matrix, `K` the stiffness matrix, and `Γ` multiplies momenta, not velocities. `Γ` may be any real matrix, so "friction" here also covers the force of a uniform magnetic field written in kinetic momenta. Such motion is Hamiltonian in canonical momenta; the theorem says only that its flow does not preserve `J` at all times when `p` is the kinetic momentum. The proof computes the blocks of $JA$ and compares them with those of the transpose; the off-diagonal blocks force $\Gamma=0$.

```lean
/-- Coupled oscillators `q' = W p`, `p' = -K q - Γ p` with symmetric inverse mass matrix `W` and
symmetric stiffness matrix `K` have a symplectic flow exactly when the friction `Γ` vanishes. -/
theorem oscillator_isSymplectic_iff (W K Γ : Matrix n n ℝ) (hW : W.IsSymm) (hK : K.IsSymm) :
    (∀ t : ℝ, IsSymplectic (linearFlow (fromBlocks 0 W (-K) (-Γ)) t)) ↔ Γ = 0 := by
  have hJ : J n * fromBlocks 0 W (-K) (-Γ) = fromBlocks (-K) (-Γ) 0 (-W) := by
    simp [J, fromBlocks_multiply]
  rw [isSymplectic_iff_isSymm, hJ, Matrix.IsSymm, fromBlocks_transpose, fromBlocks_inj]
  constructor
  · intro h
    simpa using h.2.1.symm
  · rintro rfl
    simp [hK.eq, hW.eq]

end

end LinearHamiltonianFlow
```

```lean
#print axioms LinearHamiltonianFlow.isSymplectic_iff_isHamiltonian
-- 'LinearHamiltonianFlow.isSymplectic_iff_isHamiltonian' depends on axioms: [propext, Classical.choice, Quot.sound]
#print axioms LinearHamiltonianFlow.energy_conserved
-- 'LinearHamiltonianFlow.energy_conserved' depends on axioms: [propext, Classical.choice, Quot.sound]
#print axioms LinearHamiltonianFlow.oscillator_isSymplectic_iff
-- 'LinearHamiltonianFlow.oscillator_isSymplectic_iff' depends on axioms: [propext, Classical.choice, Quot.sound]
```

The symmetry of `K` states that the force $-Kq$ derives from a potential. Without it, $\Gamma=0$ no longer suffices. Take two degrees of freedom with

$$W=1,\qquad \Gamma=0,\qquad K=\begin{pmatrix}0&1\\0&0\end{pmatrix}.$$

The second coordinate pushes the first and feels no force in return. Here $\mathrm{tr}A=0$, so the flow preserves phase-space volume, yet $JA$ is not symmetric and the flow is not symplectic at all times.

For harmonic forces, the drift and the kick of a velocity Verlet step are themselves flows of this oscillator form, with $K=0$ and $W=0$ respectively and no friction, so each is symplectic. Molecular forces are in general anharmonic, and the step from them to a constant matrix $A$ is a linearisation about an equilibrium, valid for small displacements.
